# At high density, the decay rate of a quasiparticle with static Thomas–Fermi screening approaches the Quinn–Ferrell formula

The decay rate enters here as an explicit formula, not as something derived from the many-electron Hamiltonian. A quasiparticle of excitation energy $\xi$ above the Fermi level scatters through a static Thomas–Fermi interaction, and the golden-rule rate is kept to second order in $\xi$. Dynamical screening, exchange and higher orders in $\xi$ are left out. The Quinn–Ferrell formula is likewise written down as a definition, and what is proved is that the ratio of the two rates tends to one. For lifetime calculations in the uniform electron gas, this gives a high-density check on the statically screened, leading-order model: its rate divided by the Quinn–Ferrell rate must tend to one, while both rates tend to zero at fixed $\xi$.

The electron gas is three-dimensional, unpolarised and at zero temperature. Units are atomic, and $r>0$ is the density parameter $r_s$, the radius in bohr of a sphere that holds one electron on average, so high density means $r\to0^+$.

## The two rates

```lean
import Mathlib

open Real Filter Topology

namespace QuinnFerrellDecay

noncomputable section
```

Mathlib supplies the real analysis, and the `open` line allows short names such as `π`.

```lean
/-- Integral over momentum transfers `q` from `0` to `Q` of `1 / (q² + s²)²`, the squared screened
interaction without its constant factor `(4π)²`, with screening momentum `s ≠ 0`. -/
def screenedIntegral (Q s : ℝ) : ℝ := ∫ q in (0 : ℝ)..Q, 1 / (q ^ 2 + s ^ 2) ^ 2
```

This is the integral over momentum transfers,
$$J(Q,s)=\int_0^Q\frac{dq}{(q^2+s^2)^2},$$
with cutoff $Q$ and screening momentum $s$. The integrand is the squared screened interaction without its constant factor.

```lean
/-- The constant `(9π/4)^(1/3)`, the product of Fermi momentum and density parameter. -/
def fermiConst : ℝ := (9 * π / 4) ^ (1 / 3 : ℝ)
```

Write $a=(9\pi/4)^{1/3}$ for this constant. The annotation `: ℝ` makes the exponent a real number.

```lean
/-- Fermi momentum at density parameter `r > 0`, in atomic units. -/
def fermiMomentum (r : ℝ) : ℝ := fermiConst / r
```

The Fermi momentum is $k_F=a/r$.

```lean
/-- Thomas-Fermi screening momentum at density parameter `r > 0`. -/
def screeningMomentum (r : ℝ) : ℝ := √(4 * fermiMomentum r / π)
```

The Thomas–Fermi momentum is $k_{TF}=\sqrt{4k_F/\pi}$. It stands for the static, long-wavelength response of the gas, which is used at every momentum transfer.

```lean
/-- Golden-rule decay rate, to second order in the excitation energy `ξ`, of a quasiparticle
with statically screened interaction at density parameter `r > 0`. -/
def decayRate (r ξ : ℝ) : ℝ :=
  2 * ξ ^ 2 / (π * fermiMomentum r) * screenedIntegral (2 * fermiMomentum r) (screeningMomentum r)
```

The model rate is
$$\Gamma(r,\xi)=\frac{2\xi^2}{\pi k_F}\,J(2k_F,k_{TF}).$$
The factor $\xi^2$ reflects the phase space that Pauli blocking leaves for creating an electron–hole pair, and $2k_F$ is the largest momentum transfer between states on the Fermi surface.

```lean
/-- The Quinn-Ferrell formula `(√3 π²/128) ωp (ξ/EF)²`, with plasma frequency `ωp = √(3/r³)`
and Fermi energy `EF = kF²/2`, for `r > 0`. -/
def quinnFerrellRate (r ξ : ℝ) : ℝ :=
  √3 * π ^ 2 / 128 * √(3 / r ^ 3) * (ξ / (fermiMomentum r ^ 2 / 2)) ^ 2
```

The comparison formula is
$$\Gamma_{QF}(r,\xi)=\frac{\sqrt3\,\pi^2}{128}\,\omega_p\left(\frac{\xi}{E_F}\right)^2,\qquad \omega_p=\sqrt{3/r^3},\quad E_F=\frac{k_F^2}{2}.$$

## The momentum integral in closed form

```lean
/-- For `s > 0` the function `1 / (q² + s²)²` is integrable between `0` and `Q`, and its integral
has a closed form with a rational part and an arctangent. -/
theorem screenedIntegral_eq (Q : ℝ) {s : ℝ} (hs : 0 < s) :
    IntervalIntegrable (fun q : ℝ => 1 / (q ^ 2 + s ^ 2) ^ 2) MeasureTheory.volume 0 Q ∧
    screenedIntegral Q s = Q / (2 * s ^ 2 * (Q ^ 2 + s ^ 2)) + arctan (Q / s) / (2 * s ^ 3) := by
  have hcont : Continuous (fun q : ℝ => 1 / (q ^ 2 + s ^ 2) ^ 2) :=
    continuous_const.div (by fun_prop) (fun q => by positivity)
  have hint := hcont.intervalIntegrable (μ := MeasureTheory.volume) 0 Q
  -- the closed form is an antiderivative of the integrand
  have hder : ∀ q : ℝ, HasDerivAt
      (fun q : ℝ => q / (2 * s ^ 2 * (q ^ 2 + s ^ 2)) + arctan (q / s) / (2 * s ^ 3))
      (1 / (q ^ 2 + s ^ 2) ^ 2) q := by
    intro q
    have h1 : HasDerivAt (fun q : ℝ => 2 * s ^ 2 * (q ^ 2 + s ^ 2)) (2 * s ^ 2 * (2 * q)) q :=
      (((hasDerivAt_pow 2 q).add_const (s ^ 2)).const_mul (2 * s ^ 2)).congr_deriv (by norm_num)
    have h2 := (hasDerivAt_id' q).fun_div h1 (by positivity)
    have h3 := (((hasDerivAt_id' q).div_const s).arctan).div_const (2 * s ^ 3)
    refine (h2.fun_add h3).congr_deriv ?_
    have e : 1 + (q / s) ^ 2 = (q ^ 2 + s ^ 2) / s ^ 2 := by
      field_simp
      ring
    have hq : q ^ 2 + s ^ 2 ≠ 0 := by positivity
    rw [e]
    field_simp
    ring
  refine ⟨hint, ?_⟩
  rw [screenedIntegral, intervalIntegral.integral_eq_sub_of_hasDerivAt (fun q _ => hder q) hint]
  simp
```

In a theorem, the hypotheses stand before the colon that introduces the claim, and the proof follows `:= by`. Here `hs` is the hypothesis $s>0$, while $Q$ may be any real number. The symbol `∧` means "and": the integrand is integrable, and
$$J(Q,s)=\frac{Q}{2s^2(Q^2+s^2)}+\frac{\arctan(Q/s)}{2s^3}.$$

By hand, differentiate the right-hand side with $q$ in place of $Q$:
$$\frac{s^2-q^2}{2s^2(q^2+s^2)^2}+\frac{1}{2s^2(q^2+s^2)}=\frac{1}{(q^2+s^2)^2}.$$
The expression vanishes at $q=0$, so the fundamental theorem of calculus gives the result. In the proof, `hcont` gives continuity and hence integrability, and `hder` is the derivative above. The tactics `field_simp` and `ring` clear denominators and check the algebra.

## Bounds at every density

```lean
/-- For `t ≥ 0` the difference `arctan t - t/(1+t²)` lies between `0` and `2t³/3`. -/
theorem arctan_sub_bounds {t : ℝ} (ht : 0 ≤ t) :
    0 ≤ arctan t - t / (1 + t ^ 2) ∧ arctan t - t / (1 + t ^ 2) ≤ 2 / 3 * t ^ 3 := by
  have hd : ∀ x : ℝ, HasDerivAt (fun x : ℝ => arctan x - x / (1 + x ^ 2))
      (2 * x ^ 2 / (1 + x ^ 2) ^ 2) x := by
    intro x
    have h1 : HasDerivAt (fun x : ℝ => 1 + x ^ 2) (2 * x) x :=
      ((hasDerivAt_pow 2 x).const_add 1).congr_deriv (by norm_num)
    have hx : 1 + x ^ 2 ≠ 0 := by positivity
    refine ((hasDerivAt_arctan x).fun_sub ((hasDerivAt_id' x).fun_div h1 hx)).congr_deriv ?_
    field_simp
    ring
  have hd2 : ∀ x : ℝ, HasDerivAt (fun x : ℝ => 2 / 3 * x ^ 3 - (arctan x - x / (1 + x ^ 2)))
      (2 * x ^ 2 - 2 * x ^ 2 / (1 + x ^ 2) ^ 2) x := by
    intro x
    refine (((hasDerivAt_pow 3 x).const_mul (2 / 3)).fun_sub (hd x)).congr_deriv ?_
    norm_num
    ring
  -- both differences are monotone and vanish at the origin
  have m1 := monotone_of_deriv_nonneg (fun x => (hd x).differentiableAt)
    (fun x => by rw [(hd x).deriv]; positivity) ht
  have m2 := monotone_of_deriv_nonneg (fun x => (hd2 x).differentiableAt)
    (fun x => by
      rw [(hd2 x).deriv]
      exact sub_nonneg.2 (div_le_self (by positivity)
        (by nlinarith [sq_nonneg x, sq_nonneg (x ^ 2)]))) ht
  norm_num at m1 m2
  constructor <;> linarith
```

Let $g(t)=\arctan t-t/(1+t^2)$. Then
$$g'(t)=\frac1{1+t^2}-\frac{1-t^2}{(1+t^2)^2}=\frac{2t^2}{(1+t^2)^2},\qquad 0\le g'(t)\le 2t^2.$$
Since $g(0)=0$, it follows that $0\le g(t)\le \tfrac23t^3$ for $t\ge0$. Lean obtains the two inequalities, `m1` and `m2`, from the monotonicity of $g(t)$ and of $\tfrac23t^3-g(t)$.

```lean
/-- The integral up to `Q` lies below `π/(4s³)` by at most `1/(3Q³)`. -/
theorem screenedIntegral_bounds {Q s : ℝ} (hQ : 0 < Q) (hs : 0 < s) :
    π / (4 * s ^ 3) - 1 / (3 * Q ^ 3) ≤ screenedIntegral Q s ∧
    screenedIntegral Q s ≤ π / (4 * s ^ 3) := by
  obtain ⟨b1, b2⟩ := arctan_sub_bounds (div_pos hs hQ).le
  have h : arctan (Q / s) = π / 2 - arctan (s / Q) := by
    rw [← Real.arctan_inv_of_pos (div_pos hs hQ), inv_div]
  have key : screenedIntegral Q s =
      π / (4 * s ^ 3) - (arctan (s / Q) - s / Q / (1 + (s / Q) ^ 2)) / (2 * s ^ 3) := by
    have e : s / Q / (1 + (s / Q) ^ 2) = s * Q / (Q ^ 2 + s ^ 2) := by
      field_simp
    rw [(screenedIntegral_eq Q hs).2, h, e]
    generalize arctan (s / Q) = A
    field_simp
    ring
  have u1 := div_nonneg b1 (by positivity : 0 ≤ 2 * s ^ 3)
  have u2 := div_le_div_of_nonneg_right b2 (by positivity : 0 ≤ 2 * s ^ 3)
  have u3 : 2 / 3 * (s / Q) ^ 3 / (2 * s ^ 3) = 1 / (3 * Q ^ 3) := by
    field_simp
  rw [key]
  constructor <;> linarith
```

Put $t=s/Q$. Then $\arctan(Q/s)=\pi/2-\arctan t$, and the rational term of $J$ equals $\frac{1}{2s^3}\frac{t}{1+t^2}$. The closed form becomes
$$J(Q,s)=\frac{\pi}{4s^3}-\frac{g(t)}{2s^3},$$
which is the step called `key`. The bounds on $g$ now give
$$\frac{\pi}{4s^3}-\frac1{3Q^3}\le J(Q,s)\le\frac{\pi}{4s^3}.$$
The upper value is the integral with the cutoff removed, and $1/(3Q^3)$ bounds the missing tail.

```lean
/-- The power `r^(5/2)` written as `r² √r`. -/
theorem rpow_five_halves {r : ℝ} (hr : 0 < r) : r ^ (5 / 2 : ℝ) = r ^ 2 * √r := by
  rw [show (5 / 2 : ℝ) = 2 + 1 / 2 by norm_num, Real.rpow_add hr, ← Real.sqrt_eq_rpow,
    Real.rpow_two]
```

This lemma rewrites $r^{5/2}$ as $r^2\sqrt r$, so that the remaining algebra involves only whole powers and a square root.

```lean
/-- With cutoff `d/r` and screening momentum `c/√r`, the scaled integral lies below `π/(4c³)`
by at most `r^(3/2)/(3d³)`, at every `r > 0`. -/
theorem scaled_bounds {c d r : ℝ} (hc : 0 < c) (hd : 0 < d) (hr : 0 < r) :
    π / (4 * c ^ 3) - r * √r / (3 * d ^ 3) ≤
      r * screenedIntegral (d / r) (c / √r) / r ^ (5 / 2 : ℝ) ∧
    r * screenedIntegral (d / r) (c / √r) / r ^ (5 / 2 : ℝ) ≤ π / (4 * c ^ 3) := by
  rw [rpow_five_halves hr]
  obtain ⟨u, hu, rfl⟩ : ∃ u : ℝ, 0 < u ∧ r = u ^ 2 :=
    ⟨√r, Real.sqrt_pos.2 hr, (Real.sq_sqrt hr.le).symm⟩
  rw [Real.sqrt_sq hu.le]
  have b := screenedIntegral_bounds (div_pos hd hr) (div_pos hc hu)
  generalize screenedIntegral (d / u ^ 2) (c / u) = J at b ⊢
  have e : u ^ 2 * J / ((u ^ 2) ^ 2 * u) = J / u ^ 3 := by
    field
  have e1 : π / (4 * (c / u) ^ 3) = π / (4 * c ^ 3) * u ^ 3 := by
    field
  have e2 : 1 / (3 * (d / u ^ 2) ^ 3) = u ^ 2 * u / (3 * d ^ 3) * u ^ 3 := by
    field
  rw [e1, e2, ← sub_mul] at b
  rw [e, le_div_iff₀ (by positivity), div_le_iff₀ (by positivity)]
  exact b
```

Now let $Q=d/r$ and $s=c/\sqrt r$ with $c,d>0$. Since $rJ/r^{5/2}=J/r^{3/2}$, dividing the previous bounds by $r^{3/2}$ gives
$$\frac{\pi}{4c^3}-\frac{r^{3/2}}{3d^3}\le\frac{rJ}{r^{5/2}}\le\frac{\pi}{4c^3}$$
at every $r>0$. The proof substitutes $r=u^2$ with $u=\sqrt r$, and the tactic `field` verifies the resulting identities between fractions.

```lean
/-- With cutoff `d/r` and screening momentum `c/√r`, the quantity `r J` divided by `r^(5/2)`
tends to `π/(4c³)` in the high-density limit. -/
theorem scaled_limit {c d : ℝ} (hc : 0 < c) (hd : 0 < d) :
    Tendsto (fun r : ℝ => r * screenedIntegral (d / r) (c / √r) / r ^ (5 / 2 : ℝ))
      (𝓝[>] 0) (𝓝 (π / (4 * c ^ 3))) := by
  have hcont : Continuous (fun r : ℝ => π / (4 * c ^ 3) - r * √r / (3 * d ^ 3)) := by fun_prop
  have hlow : Tendsto (fun r : ℝ => π / (4 * c ^ 3) - r * √r / (3 * d ^ 3))
      (𝓝[>] 0) (𝓝 (π / (4 * c ^ 3))) := by
    simpa using (hcont.tendsto 0).mono_left nhdsWithin_le_nhds
  refine tendsto_of_tendsto_of_tendsto_of_le_of_le' hlow tendsto_const_nhds ?_ ?_
  · filter_upwards [self_mem_nhdsWithin] with r hr using (scaled_bounds hc hd hr).1
  · filter_upwards [self_mem_nhdsWithin] with r hr using (scaled_bounds hc hd hr).2
```

`Tendsto` expresses a limit: `𝓝[>] 0` says that $r$ approaches zero from above, and `𝓝 (π / (4 * c ^ 3))` names the limiting value. Both bounds tend to $\pi/(4c^3)$, so the quantity between them does too. The two `filter_upwards` lines supply the inequalities for positive $r$. The cutoff constant $d$ drops out of the limit because $Q/s=d/(c\sqrt r)$ grows without bound.

## The ratio of the rates

```lean
/-- The Fermi constant is positive. -/
theorem fermiConst_pos : 0 < fermiConst := by
  unfold fermiConst
  positivity
```

The constant $a$ is positive, which justifies the later divisions by it.

```lean
/-- The cube of the Fermi constant is `9π/4`. -/
theorem fermiConst_cube : fermiConst ^ 3 = 9 * π / 4 := by
  unfold fermiConst
  rw [← Real.rpow_natCast, ← Real.rpow_mul (by positivity)]
  norm_num
```

Cubing the definition gives $a^3=9\pi/4$.

```lean
/-- The Quinn-Ferrell formula is exactly proportional to `ξ² r^(5/2)`. -/
theorem quinnFerrellRate_eq {r : ℝ} (hr : 0 < r) (ξ : ℝ) :
    quinnFerrellRate r ξ = 3 * π ^ 2 * ξ ^ 2 / (32 * fermiConst ^ 4) * r ^ (5 / 2 : ℝ) := by
  have ha := fermiConst_pos
  rw [rpow_five_halves hr, quinnFerrellRate, fermiMomentum]
  obtain ⟨u, hu, rfl⟩ : ∃ u : ℝ, 0 < u ∧ r = u ^ 2 :=
    ⟨√r, Real.sqrt_pos.2 hr, (Real.sq_sqrt hr.le).symm⟩
  have h3 : √3 * √3 = (3 : ℝ) := Real.mul_self_sqrt (by norm_num)
  rw [Real.sqrt_sq hu.le, Real.sqrt_div (by norm_num), show (u ^ 2) ^ 3 = (u ^ 3) ^ 2 by ring,
    Real.sqrt_sq (by positivity)]
  generalize fermiConst = a at ha ⊢
  calc √3 * π ^ 2 / 128 * (√3 / u ^ 3) * (ξ / ((a / u ^ 2) ^ 2 / 2)) ^ 2
      = (√3 * √3) * (π ^ 2 / 128 / u ^ 3 * (ξ / ((a / u ^ 2) ^ 2 / 2)) ^ 2) := by ring
    _ = 3 * π ^ 2 * ξ ^ 2 / (32 * a ^ 4) * ((u ^ 2) ^ 2 * u) := by
      rw [h3]
      field
```

Insert $\omega_p=\sqrt3\,r^{-3/2}$ and $E_F=a^2/(2r^2)$:
$$\Gamma_{QF}=\frac{\sqrt3\,\pi^2}{128}\cdot\frac{\sqrt3}{r^{3/2}}\cdot\frac{4\xi^2r^4}{a^4}=\frac{3\pi^2\xi^2}{32a^4}\,r^{5/2}.$$
This holds exactly at every $r>0$. The `calc` block follows the same calculation, first collecting $\sqrt3\cdot\sqrt3=3$.

```lean
/-- In the high-density limit the ratio of the golden-rule decay rate to the Quinn-Ferrell
formula tends to one, for every nonzero excitation energy. -/
theorem decayRate_div_quinnFerrellRate {ξ : ℝ} (hξ : ξ ≠ 0) :
    Tendsto (fun r : ℝ => decayRate r ξ / quinnFerrellRate r ξ) (𝓝[>] 0) (𝓝 1) := by
  have ha := fermiConst_pos
  have hπ := Real.pi_pos
  have hc : 0 < √(4 * fermiConst / π) := Real.sqrt_pos.2 (by positivity)
  -- the screening constant satisfies c³ = 12/π
  have hc3 : √(4 * fermiConst / π) ^ 3 = 12 / π := by
    refine (sq_eq_sq₀ (by positivity) (by positivity)).mp ?_
    calc (√(4 * fermiConst / π) ^ 3) ^ 2 = (√(4 * fermiConst / π) ^ 2) ^ 3 := by ring
      _ = 64 * fermiConst ^ 3 / π ^ 3 := by rw [Real.sq_sqrt (by positivity)]; ring
      _ = (12 / π) ^ 2 := by
        rw [fermiConst_cube]
        field
  have h := (scaled_limit hc (by positivity : 0 < 2 * fermiConst)).const_mul (48 / π ^ 2)
  have hone : 48 / π ^ 2 * (π / (4 * √(4 * fermiConst / π) ^ 3)) = 1 := by
    rw [hc3]
    field
  rw [hone] at h
  refine h.congr' ?_
  filter_upwards [self_mem_nhdsWithin] with r hr
  have hr' : 0 < r := hr
  have hs : screeningMomentum r = √(4 * fermiConst / π) / √r := by
    rw [screeningMomentum, fermiMomentum, ← Real.sqrt_div (by positivity)]
    congr 1
    ring
  have hQ : 2 * fermiMomentum r = 2 * fermiConst / r := by
    rw [fermiMomentum]
    ring
  have hP : 0 < r ^ (5 / 2 : ℝ) := Real.rpow_pos_of_pos hr' _
  rw [quinnFerrellRate_eq hr', decayRate, hs, hQ, fermiMomentum]
  generalize screenedIntegral (2 * fermiConst / r) (√(4 * fermiConst / π) / √r) = J
  generalize r ^ (5 / 2 : ℝ) = P at hP ⊢
  have e : 2 * ξ ^ 2 / (π * (fermiConst / r)) * J /
      (3 * π ^ 2 * ξ ^ 2 / (32 * fermiConst ^ 4) * P) =
      64 * fermiConst ^ 3 / (3 * π ^ 3) * (r * J / P) := by
    field
  rw [e, fermiConst_cube]
  field

end

end QuinnFerrellDecay
```

The claim is that, for each fixed $\xi\ne0$,
$$\lim_{r\to0^+}\frac{\Gamma(r,\xi)}{\Gamma_{QF}(r,\xi)}=1.$$
At $\xi=0$ both rates vanish and there is no ratio to compare.

For the electron gas $2k_F=2a/r$ and $k_{TF}=c/\sqrt r$, so $d=2a$ and $c=\sqrt{4a/\pi}$. The screening constant satisfies
$$c^6=\frac{64a^3}{\pi^3}=\frac{144}{\pi^2},\qquad c^3=\frac{12}{\pi},$$
which is `hc3`. Dividing the two rates cancels $\xi^2$:
$$\frac{\Gamma}{\Gamma_{QF}}=\frac{64a^3}{3\pi^3}\,\frac{rJ}{r^{5/2}}=\frac{48}{\pi^2}\,\frac{rJ}{r^{5/2}}.$$
By the scaled limit, the last factor tends to $\pi/(4c^3)=\pi^2/48$, and the product tends to one.

Lean takes these steps in a different order. It multiplies the scaled limit by $48/\pi^2$, checks in `hone` that the limiting value is one, and then uses `h.congr'` to replace the scaled integral, together with its factor $48/\pi^2$, by the ratio of rates, which equals this product for all $r>0$.

```lean
#print axioms QuinnFerrellDecay.decayRate_div_quinnFerrellRate
-- 'QuinnFerrellDecay.decayRate_div_quinnFerrellRate' depends on axioms: [propext, Classical.choice, Quot.sound]
```
